# Orbits and moved slots of a permutation of finitely many slots

A permutation `g` of a finite set of slots splits them into orbits, each fixed slot being an orbit by itself. The lemma says that the number of orbits plus the number of slots `g` moves equals the number of all slots plus the number of nontrivial cycles, that is, cycles of length at least two. It is a pure counting statement, with no state or Hamiltonian in it. The proof chooses a slot on every nontrivial cycle and builds a bijection from the nontrivial cycles together with the fixed slots to the orbits. It then counts the moved slots as those that are not fixed, and leaves the remaining arithmetic to `omega`.

In Lean, a first try:

```lean
import Mathlib

open Equiv

namespace CycleCountAddSupport

noncomputable section

variable {ι : Type*}

/-- The number of orbits of a permutation of the slots, fixed points included. If there are
infinitely many orbits, the value is 0 by convention. -/
def cycleCount (g : Perm ι) : ℕ :=
  Nat.card (Quotient (Perm.SameCycle.setoid g))

variable [Fintype ι]

variable [DecidableEq ι]

/-- The number of orbits plus the number of moved slots equals the number of slots plus
the number of nontrivial cycles. -/
theorem cycleCount_add_support (g : Perm ι) :
    cycleCount g + g.support.card = Fintype.card ι + g.cycleType.card := by
  -- choose a slot on every nontrivial cycle
  have hne : ∀ c : {c // c ∈ g.cycleFactorsFinset}, ∃ x, x ∈ c.1.support := fun c => by
    obtain ⟨x, hx, _⟩ := (Perm.mem_cycleFactorsFinset_iff.1 c.2).1
    exact ⟨x, Perm.mem_support.2 hx⟩
  choose p hp using hne
  have hcyc : ∀ c, c.1 = g.cycleOf (p c) := fun c => Perm.cycle_is_cycleOf (hp c) c.2
  have hmove : ∀ c, g (p c) ≠ p c := fun c =>
    Perm.mem_support.1 (Perm.mem_cycleFactorsFinset_support_le c.2 (hp c))
  have key : ∀ a b, Quotient.mk (Perm.SameCycle.setoid g) a = Quotient.mk _ b →
      g.SameCycle a b := fun a b h => Quotient.exact h
  let F : {c // c ∈ g.cycleFactorsFinset} ⊕ {x // g x = x} →
      Quotient (Perm.SameCycle.setoid g) :=
    Sum.elim (fun c => Quotient.mk _ (p c)) (fun x => Quotient.mk _ x.1)
  -- orbits are nontrivial cycles or fixed points
  have hF : Function.Bijective F := by
    constructor
    · rintro (c | x) (d | y) h
      · have h' := key (p c) (p d) h
        exact congrArg Sum.inl (Subtype.ext (by rw [hcyc c, hcyc d, h'.cycleOf_eq]))
      · have h' := key (p c) y.1 h
        exact absurd (h'.apply_eq_self_iff.2 y.2) (hmove c)
      · have h' := key x.1 (p d) h
        exact absurd (h'.apply_eq_self_iff.1 x.2) (hmove d)
      · have h' := key x.1 y.1 h
        exact congrArg Sum.inr (Subtype.ext (h'.eq_of_left x.2))
    · intro q
      obtain ⟨x, rfl⟩ := Quotient.exists_rep q
      by_cases hx : g x = x
      · exact ⟨Sum.inr ⟨x, hx⟩, rfl⟩
      · let c : {c // c ∈ g.cycleFactorsFinset} :=
          ⟨g.cycleOf x, Perm.cycleOf_mem_cycleFactorsFinset_iff.2 (Perm.mem_support.2 hx)⟩
        have hc : g.SameCycle x (p c) := (Perm.mem_support_cycleOf_iff.1 (hp c)).1
        exact ⟨Sum.inl c, Quotient.sound hc.symm⟩
  have h1 : g.cycleFactorsFinset.card + Fintype.card {x // g x = x} = cycleCount g := by
    have h := Nat.card_congr (Equiv.ofBijective F hF)
    rw [Nat.card_sum, Nat.card_eq_fintype_card, Nat.card_eq_fintype_card,
      Fintype.card_coe] at h
    exact h
  have h2 : g.support.card = Fintype.card {x // ¬ g x = x} := by
    rw [Fintype.card_subtype]
    congr 1
    ext x
    simp
  have h3 := Fintype.card_subtype_compl (fun x => g x = x)
  have h4 := Fintype.card_subtype_le (fun x => g x = x)
  have h5 : g.cycleType.card = g.cycleFactorsFinset.card := by
    rw [Perm.cycleType_def, Multiset.card_map]
    rfl
  omega

end

end CycleCountAddSupport
```

Compiling this gives:

```
Main.lean:65:4: error: No goals to be solved
```

Diagnosis. The error is at `ext x`, in the proof of `h2`, which says that the size of `g.support` is the number of slots with `¬ g x = x`. "No goals to be solved" means that the proof of `h2` was already finished when Lean reached this line.

After `rw [Fintype.card_subtype]`, both sides are cardinalities of finite sets: `g.support` on the left, and on the right the set of all slots filtered by `¬ g x = x`. The attempt expects `congr 1` to leave the equality of these two sets, to be proved element by element. But `g.support` is defined as just such a filter, with the condition `g x ≠ x`, which is by definition `¬ g x = x`. The two sides therefore agree by unfolding definitions, and `congr 1`, which also tries to close goals by reflexivity, leaves nothing to prove.

The diff deletes `ext x` and the `simp` that followed it. The first raised the error, and the second would have had no goal either.

Fix (accepted with no message):

```diff
@@ -63,6 +63,4 @@
     rw [Fintype.card_subtype]
     congr 1
-    ext x
-    simp
   have h3 := Fintype.card_subtype_compl (fun x => g x = x)
   have h4 := Fintype.card_subtype_le (fun x => g x = x)
```
